# Slater integrals of the hydrogenic 2p shell: F⁰ = 93Z/512 and F² = 45Z/512 in atomic units

To estimate the term energies of an atom with two 2p electrons, one can evaluate their Coulomb repulsion to first order within a single configuration. The angular integration leaves two radial numbers, F⁰ and F²: the first shifts all terms of the configuration together, the second separates them. For hydrogenic orbitals of nuclear charge Z, the values in the title can be inserted directly, in hartree. They describe two electrons with the same fixed, unscreened radial function, without relaxation or correlation.

The number of order k is

Fᵏ = ∫₀^∞ dr ∫₀^∞ ds ρ(r) ρ(s) min(r,s)^k / max(r,s)^(k+1),

where r and s are the distances of the two electrons from the nucleus and ρ is the radial density of each. The Lean file starts from this radial formula. The step that leads to it, expanding 1/r₁₂ (r₁₂ being the distance between the electrons) in multipoles and integrating over angles, is taken from atomic theory.

## The density and its repulsion integral

```lean
import Mathlib

open MeasureTheory Set Filter Topology

namespace SlaterIntegrals2p

noncomputable section
```

All integrals below are Mathlib's integrals of real functions. In what follows, `def` introduces an object, while `theorem` introduces a statement, whose proof comes after `:=`.

```lean
/-- The radial density of a hydrogenic 2p electron at unit nuclear charge, in atomic units. -/
def rho2p (r : ℝ) : ℝ := r ^ 4 * Real.exp (-r) / 24
```

This is ρ(r) = r⁴e^(−r)/24 for Z = 1, with r in bohr. It is the radial probability density r²R(r)², where R(r) = r e^(−r/2)/√24 is the 2p radial function, and not the density per unit volume. It enters as a definition; no Schrödinger equation is solved.

```lean
/-- The multipole potential of order `k` that a radial density `ρ` produces at a
radius `r > 0`. -/
def potential (k : ℕ) (ρ : ℝ → ℝ) (r : ℝ) : ℝ :=
  ∫ s in Ioi (0 : ℝ), ρ s * (min r s ^ k / max r s ^ (k + 1))
```

`potential k ρ r` is the inner integral without the factor ρ(r):

Vₖ(r) = ∫₀^∞ ρ(s) min(r,s)^k / max(r,s)^(k+1) ds.

`Ioi 0` is the open half-line s > 0, and `k : ℕ` says that the order is a natural number.

```lean
/-- The Slater integral of order `k`: the radial factor of the order-`k` multipole part of the
repulsion of two electrons with the same radial density `ρ`, integrated over positive radii. -/
def slaterF (k : ℕ) (ρ : ℝ → ℝ) : ℝ :=
  ∫ r in Ioi (0 : ℝ), ∫ s in Ioi (0 : ℝ), ρ r * ρ s * (min r s ^ k / max r s ^ (k + 1))
```

`slaterF k ρ` is Fᵏ as written above, with the integral over s done first. The F0 and F2 of the code comments are the superscripted F⁰ and F². Some textbooks also use a subscripted F₂, which for the p shell is F²/25.

## Gamma integrals cut at a radius

```lean
/-- The polynomial factor of the incomplete gamma function of integer order, by recursion. -/
def gammaPoly : ℕ → ℝ → ℝ
  | 0, _ => 1
  | n + 1, r => r ^ (n + 1) + ((n : ℝ) + 1) * gammaPoly n r
```

Write gₙ(r) for `gammaPoly n r`. The two lines of the definition say

g₀(r) = 1,
gₙ₊₁(r) = r^(n+1) + (n+1) gₙ(r).

```lean
/-- At the origin the polynomial of order `n` equals `n!`. -/
theorem gammaPoly_zero (n : ℕ) : gammaPoly n 0 = (n.factorial : ℝ) := by
  induction n with
  | zero => simp [gammaPoly]
  | succ n ih => simp [gammaPoly, ih, Nat.factorial_succ]
```

At r = 0 the power drops out, leaving gₙ₊₁(0) = (n+1) gₙ(0), hence gₙ(0) = n!. The proof is this induction.

```lean
/-- For `r ≥ 0`, the function `s ^ n * exp (-s)` is integrable beyond `r`, and its integral
there is `gammaPoly n r * exp (-r)`. -/
theorem integral_outside (n : ℕ) {r : ℝ} (hr : 0 ≤ r) :
    IntegrableOn (fun s : ℝ => s ^ n * Real.exp (-s)) (Ioi r) ∧
      ∫ s in Ioi r, s ^ n * Real.exp (-s) = gammaPoly n r * Real.exp (-r) := by
  -- an antiderivative, found by repeated partial integration
  have hd : ∀ x : ℝ, HasDerivAt (fun s => -(gammaPoly n s * Real.exp (-s)))
      (x ^ n * Real.exp (-x)) x := by
    intro x
    have he : HasDerivAt (fun s : ℝ => Real.exp (-s)) (-Real.exp (-x)) x := by
      simpa using (hasDerivAt_neg' x).exp
    induction n with
    | zero => simpa [gammaPoly] using he.fun_neg
    | succ n ih =>
      have h := ((hasDerivAt_pow (n + 1) x).fun_mul he).fun_neg.fun_add
        (ih.const_mul ((n : ℝ) + 1))
      have ef : (fun s => -(gammaPoly (n + 1) s * Real.exp (-s))) = fun s =>
          -(s ^ (n + 1) * Real.exp (-s)) +
            ((n : ℝ) + 1) * -(gammaPoly n s * Real.exp (-s)) := by
        funext s
        simp only [gammaPoly]
        ring
      rw [ef]
      refine h.congr_deriv ?_
      simp only [Nat.add_sub_cancel, Nat.cast_add, Nat.cast_one]
      ring
  -- it vanishes at infinity
  have ht : Tendsto (fun s => -(gammaPoly n s * Real.exp (-s))) atTop (𝓝 0) := by
    clear hd
    induction n with
    | zero =>
      have h := (Real.tendsto_pow_mul_exp_neg_atTop_nhds_zero 0).neg
      rw [neg_zero] at h
      exact h.congr (fun s => by simp [gammaPoly])
    | succ n ih =>
      have h := (Real.tendsto_pow_mul_exp_neg_atTop_nhds_zero (n + 1)).neg.add
        (ih.const_mul ((n : ℝ) + 1))
      rw [neg_zero, mul_zero, add_zero] at h
      exact h.congr (fun s => by simp only [gammaPoly]; ring)
  have hp : ∀ x ∈ Ioi r, 0 ≤ x ^ n * Real.exp (-x) := fun x hx => by
    have : 0 < x := lt_of_le_of_lt hr hx
    positivity
  exact ⟨integrableOn_Ioi_deriv_of_nonneg' (fun x _ => hd x) hp ht,
    (integral_Ioi_of_hasDerivAt_of_nonneg' (fun x _ => hd x) hp ht).trans (by ring)⟩
```

For r ≥ 0 the theorem states that the integral converges and that

∫ᵣ^∞ s^n e^(−s) ds = gₙ(r) e^(−r).

By hand, one integrates by parts:

∫ᵣ^∞ s^(n+1) e^(−s) ds = r^(n+1) e^(−r) + (n+1) ∫ᵣ^∞ s^n e^(−s) ds.

This is the recursion for gₙ, and it starts from ∫ᵣ^∞ e^(−s) ds = e^(−r).

Lean uses the antiderivative −gₙ(s)e^(−s) instead. The step `hd` checks its derivative by induction, `ht` shows that it vanishes at infinity, and `hp` records that the integrand is non-negative. From these three facts Mathlib supplies both convergence and value.

```lean
/-- For `r ≥ 0`, the integral of `s ^ n * exp (-s)` from the origin to `r` is `n!` minus the
part beyond `r`. -/
theorem integral_inside (n : ℕ) {r : ℝ} (hr : 0 ≤ r) :
    ∫ s in Ioc 0 r, s ^ n * Real.exp (-s) =
      (n.factorial : ℝ) - gammaPoly n r * Real.exp (-r) := by
  have h0 := integral_outside n (le_refl (0 : ℝ))
  have h1 := integral_outside n hr
  have h := setIntegral_union (Ioc_disjoint_Ioi (le_refl r)) measurableSet_Ioi
    (h0.1.mono_set (Ioc_subset_Ioi_self : Ioc 0 r ⊆ Ioi 0)) h1.1
  rw [Ioc_union_Ioi_eq_Ioi hr, h0.2, h1.2, gammaPoly_zero, neg_zero, Real.exp_zero] at h
  linarith
```

`Ioc 0 r` is the interval 0 < s ≤ r. Since the whole integral is n!, subtraction gives

∫₀^r s^n e^(−s) ds = n! − gₙ(r) e^(−r).

The proof splits the half-line at r and solves for the inner part.

```lean
/-- The 2p radial density is normalised to one electron. -/
theorem rho2p_normalised : ∫ r in Ioi (0 : ℝ), rho2p r = 1 := by
  simp only [rho2p, integral_div, (integral_outside 4 (le_refl (0 : ℝ))).2, gammaPoly_zero]
  norm_num [Nat.factorial]
```

The density holds one electron: ∫₀^∞ ρ(r) dr = 4!/24 = 1.

## The potential of the 2p cloud

```lean
/-- The multipole potential of the 2p density at `r > 0` in closed form, for orders `k = 3 - m` from
0 to 3: the contribution of the charge inside `r` plus that of the charge outside. -/
theorem potential_2p (k m : ℕ) (hkm : k + m = 3) {r : ℝ} (hr : 0 < r) :
    potential k rho2p r =
      (((k + 4).factorial : ℝ) - gammaPoly (k + 4) r * Real.exp (-r)) / (24 * r ^ (k + 1))
        + r ^ k * (gammaPoly m r * Real.exp (-r)) / 24 := by
  have h1 : EqOn (fun s => 1 / (24 * r ^ (k + 1)) * (s ^ (k + 4) * Real.exp (-s)))
      (fun s => rho2p s * (min r s ^ k / max r s ^ (k + 1))) (Ioc 0 r) := by
    intro s hs
    simp only [rho2p, min_eq_right hs.2, max_eq_left hs.2]
    ring
  have h2 : EqOn (fun s => r ^ k / 24 * (s ^ m * Real.exp (-s)))
      (fun s => rho2p s * (min r s ^ k / max r s ^ (k + 1))) (Ioi r) := by
    intro s hs
    have hs' : r < s := hs
    have hs0 : s ≠ 0 := (hr.trans hs').ne'
    have e : s ^ 4 = s ^ m * s ^ (k + 1) := by
      rw [← pow_add]
      congr 1
      omega
    have q : s ^ 4 / s ^ (k + 1) = s ^ m := by
      rw [e, mul_div_cancel_right₀ _ (pow_ne_zero _ hs0)]
    simp only [rho2p, min_eq_left hs'.le, max_eq_right hs'.le]
    linear_combination (-(r ^ k * Real.exp (-s) / 24)) * q
  have i1 : IntegrableOn (fun s => 1 / (24 * r ^ (k + 1)) * (s ^ (k + 4) * Real.exp (-s)))
      (Ioc 0 r) :=
    Integrable.const_mul ((integral_outside (k + 4) le_rfl).1.mono_set Ioc_subset_Ioi_self) _
  have i2 : IntegrableOn (fun s => r ^ k / 24 * (s ^ m * Real.exp (-s))) (Ioi r) :=
    Integrable.const_mul (integral_outside m hr.le).1 _
  -- split space at the radius of the test charge
  rw [potential, ← Ioc_union_Ioi_eq_Ioi hr.le,
    setIntegral_union (Ioc_disjoint_Ioi (le_refl r)) measurableSet_Ioi
      (i1.congr_fun h1 measurableSet_Ioc) (i2.congr_fun h2 measurableSet_Ioi),
    ← setIntegral_congr_fun measurableSet_Ioc h1, ← setIntegral_congr_fun measurableSet_Ioi h2,
    integral_const_mul, integral_const_mul, integral_inside _ hr.le,
    (integral_outside m hr.le).2]
  ring
```

The hypothesis `k + m = 3` restricts the order to k = 0, 1, 2, 3 and sets m = 3 − k. For r > 0 the result is

Vₖ(r) = [(k+4)! − gₖ₊₄(r) e^(−r)] / (24 r^(k+1)) + r^k gₘ(r) e^(−r) / 24.

By hand, split the integral at s = r. Inside, min(r,s) = s and max(r,s) = r, so the integrand is s^(k+4) e^(−s) / (24 r^(k+1)). Outside, the roles are exchanged, and s⁴/s^(k+1) = s^m gives r^k s^m e^(−s)/24. The two gamma integrals above then yield the two terms.

In the proof, `h1` and `h2` are these two forms of the integrand, and `i1` and `i2` establish convergence on each part. The final `rw` makes the split and inserts the integrals.

## The two rational numbers

```lean
/-- The radial integral of a monomial times `exp (-r)` minus a polynomial of degree at most
six times `exp (-r) ^ 2`. -/
theorem integral_two_exponentials (a : ℝ) (m : ℕ) (c : Fin 7 → ℝ) :
    ∫ r in Ioi (0 : ℝ), (a * (r ^ m * Real.exp (-r))
        - ∑ i, c i * (r ^ (i : ℕ) * Real.exp (-r) ^ 2)) =
      a * (m.factorial : ℝ) - ∑ i, c i * (((i : ℕ).factorial : ℝ) / 2 ^ ((i : ℕ) + 1)) := by
  have h0 (n : ℕ) := integral_outside n (le_refl (0 : ℝ))
  have hm (n : ℕ) : IntegrableOn (fun r : ℝ => r ^ n * Real.exp (-r) ^ 2) (Ioi 0) ∧
      ∫ r in Ioi (0 : ℝ), r ^ n * Real.exp (-r) ^ 2 = (n.factorial : ℝ) / 2 ^ (n + 1) := by
    -- substitute 2r for r
    have e : (fun r : ℝ => r ^ n * Real.exp (-r) ^ 2) =
        fun r => 1 / 2 ^ n * ((2 * r) ^ n * Real.exp (-(2 * r))) := by
      funext r
      have h : (1 / 2 ^ n : ℝ) * 2 ^ n = 1 := one_div_mul_cancel (by positivity)
      rw [mul_pow, show -(2 * r) = -r + -r by ring, Real.exp_add]
      linear_combination (-(r ^ n * Real.exp (-r) ^ 2)) * h
    rw [e]
    constructor
    · refine Integrable.const_mul ?_ _
      refine (integrableOn_Ioi_comp_mul_left_iff
        (fun s : ℝ => s ^ n * Real.exp (-s)) 0 (by norm_num : (0 : ℝ) < 2)).2 ?_
      rw [mul_zero]
      exact (h0 n).1
    · rw [integral_const_mul, integral_comp_mul_left_Ioi
        (fun s : ℝ => s ^ n * Real.exp (-s)) 0 (by norm_num : (0 : ℝ) < 2),
        mul_zero, (h0 n).2, gammaPoly_zero, neg_zero, Real.exp_zero, smul_eq_mul, pow_succ]
      field_simp
  have ha : Integrable (fun r : ℝ => a * (r ^ m * Real.exp (-r)))
      (volume.restrict (Ioi 0)) := Integrable.const_mul (h0 m).1 a
  have hc (i : Fin 7) : Integrable (fun r : ℝ => c i * (r ^ (i : ℕ) * Real.exp (-r) ^ 2))
      (volume.restrict (Ioi 0)) := Integrable.const_mul (hm (i : ℕ)).1 (c i)
  rw [integral_sub ha (integrable_finsetSum Finset.univ (fun i _ => hc i)),
    integral_const_mul, (h0 m).2, gammaPoly_zero, neg_zero, Real.exp_zero, mul_one,
    MeasureTheory.integral_finsetSum Finset.univ (fun i _ => hc i)]
  simp only [integral_const_mul, (hm _).2]
```

Multiplying Vₖ by ρ produces terms in e^(−r) and in e^(−2r), the latter written as `Real.exp (-r) ^ 2`. This theorem integrates such an expression term by term, using

∫₀^∞ r^n e^(−r) dr = n!,
∫₀^∞ r^n e^(−2r) dr = n!/2^(n+1).

The second follows from the first by the substitution s = 2r, which is the step `hm`. The type `Fin 7` has the members 0 to 6, so `c` lists the coefficients of a polynomial of degree at most six.

```lean
/-- The Slater integrals of the 2p shell at unit nuclear charge are `F0 = 93/512` and
`F2 = 45/512` in atomic units. -/
theorem slater_2p : slaterF 0 rho2p = 93 / 512 ∧ slaterF 2 rho2p = 45 / 512 := by
  -- the Slater integral is one density integrated against the order-k potential of the other
  have hE (k : ℕ) : slaterF k rho2p =
      ∫ r in Ioi (0 : ℝ), rho2p r * potential k rho2p r := by
    simp only [slaterF, potential, mul_assoc, integral_const_mul]
  constructor
  · have h : ∀ r ∈ Ioi (0 : ℝ), rho2p r * potential 0 rho2p r =
        1 / 24 * (r ^ 3 * Real.exp (-r)) - ∑ i : Fin 7,
          (![0, 0, 0, 1 / 24, 1 / 32, 1 / 96, 1 / 576] : Fin 7 → ℝ) i *
            (r ^ (i : ℕ) * Real.exp (-r) ^ 2) := by
      intro r hr
      have hr0 : 0 < r := hr
      rw [potential_2p 0 3 rfl hr0, Fin.sum_univ_seven]
      simp [rho2p, gammaPoly, Nat.factorial]
      generalize Real.exp (-r) = E
      field_simp
      ring
    rw [hE, setIntegral_congr_fun measurableSet_Ioi h, integral_two_exponentials]
    norm_num [Fin.sum_univ_succ, Nat.factorial]
  · have h : ∀ r ∈ Ioi (0 : ℝ), rho2p r * potential 2 rho2p r =
        5 / 4 * (r ^ 1 * Real.exp (-r)) - ∑ i : Fin 7,
          (![0, 5 / 4, 5 / 4, 5 / 8, 5 / 24, 5 / 96, 5 / 576] : Fin 7 → ℝ) i *
            (r ^ (i : ℕ) * Real.exp (-r) ^ 2) := by
      intro r hr
      have hr0 : 0 < r := hr
      rw [potential_2p 2 1 rfl hr0, Fin.sum_univ_seven]
      simp [rho2p, gammaPoly, Nat.factorial]
      generalize Real.exp (-r) = E
      field_simp
      ring
    rw [hE, setIntegral_congr_fun measurableSet_Ioi h, integral_two_exponentials]
    norm_num [Fin.sum_univ_succ, Nat.factorial]
```

The symbol `∧` means "and": both values are proved for Z = 1.

For k = 0 we need

g₃ = r³ + 3r² + 6r + 6,
g₄ = r⁴ + 4r³ + 12r² + 24r + 24.

Their combination g₄ − r g₃ = r³ + 6r² + 18r + 24 gives

ρV₀ = r³e^(−r)/24 − (r³/24 + r⁴/32 + r⁵/96 + r⁶/576) e^(−2r).

Integration term by term yields

F⁰ = 1/4 − (1/64 + 3/128 + 5/256 + 5/512) = 1/4 − 35/512 = 93/512.

For k = 2 we need g₁ = r + 1 and

g₆ = r⁶ + 6r⁵ + 30r⁴ + 120r³ + 360r² + 720r + 720.

Now g₆ − r⁵g₁ = 5r⁵ + 30r⁴ + 120r³ + 360r² + 720r + 720, so that

ρV₂ = (5/4) r e^(−r) − (5r/4 + 5r²/4 + 5r³/8 + 5r⁴/24 + 5r⁵/96 + 5r⁶/576) e^(−2r).

The integral is

F² = 5/4 − (5/16 + 5/16 + 15/64 + 5/32 + 25/256 + 25/512) = 5/4 − 595/512 = 45/512.

In Lean, `hE` writes Fᵏ as ∫₀^∞ ρVₖ dr. Each `h` is the corresponding expansion of ρVₖ, with the coefficients of e^(−2r) listed in `![...]`. The tactics `field_simp` and `ring` check that expansion as algebra, treating e^(−r) as a letter `E`, and `norm_num` adds the fractions.

## From unit charge to charge Z

```lean
/-- Contracting any radial density by a factor `Z > 0`, with its total charge kept,
multiplies each Slater integral by `Z`. -/
theorem slaterF_scaling (k : ℕ) (ρ : ℝ → ℝ) {Z : ℝ} (hZ : 0 < Z) :
    slaterF k (fun r => Z * ρ (Z * r)) = Z * slaterF k ρ := by
  obtain ⟨G, hG⟩ : ∃ G : ℝ → ℝ → ℝ, ∀ r s,
      G r s = ρ r * ρ s * (min r s ^ k / max r s ^ (k + 1)) := ⟨_, fun _ _ => rfl⟩
  have hk (r s : ℝ) : Z * ρ (Z * r) * (Z * ρ (Z * s)) *
      (min r s ^ k / max r s ^ (k + 1)) = Z ^ 3 * G (Z * r) (Z * s) := by
    rw [hG, ← mul_min_of_nonneg _ _ hZ.le, ← mul_max_of_nonneg _ _ hZ.le, mul_pow, mul_pow]
    generalize min r s ^ k = a
    generalize max r s ^ (k + 1) = M
    have e : Z ^ k * a / (Z ^ (k + 1) * M) = Z⁻¹ * (a / M) := by
      rw [pow_succ, mul_assoc, mul_div_mul_left _ _ (pow_ne_zero k hZ.ne')]
      ring
    rw [e]
    linear_combination (-(Z ^ 2 * ρ (Z * r) * ρ (Z * s) * (a / M))) * mul_inv_cancel₀ hZ.ne'
  have hi (g : ℝ → ℝ) : ∫ s in Ioi (0 : ℝ), g (Z * s) = Z⁻¹ * ∫ s in Ioi (0 : ℝ), g s := by
    rw [integral_comp_mul_left_Ioi g 0 hZ, mul_zero, smul_eq_mul]
  have hF : slaterF k ρ = ∫ r in Ioi (0 : ℝ), ∫ s in Ioi (0 : ℝ), G r s := by
    simp only [slaterF, hG]
  have e1 (r : ℝ) : ∫ s in Ioi (0 : ℝ), G (Z * r) (Z * s) =
      Z⁻¹ * ∫ s in Ioi (0 : ℝ), G (Z * r) s := hi (G (Z * r))
  rw [hF]
  simp only [slaterF, hk, integral_const_mul, e1]
  rw [hi (fun r => ∫ s in Ioi (0 : ℝ), G r s)]
  field_simp
```

Here ρ is any radial function and Z any positive real number. Replacing ρ(r) by Zρ(Zr) contracts the cloud by the factor Z (an expansion if Z < 1) and keeps its total charge. The theorem says that every Fᵏ is then multiplied by Z.

By hand, substitute u = Zr and v = Zs. The densities contribute Z², the kernel has the dimension of an inverse length and contributes Z, and dr ds = du dv/Z². The product is Z.

In the proof, `G` is the original integrand, `hk` collects the factor Z³, and `hi` supplies Z⁻¹ for each of the two integrations. No convergence is assumed, because Lean assigns the value 0 to a divergent integral; the physical reading needs a density for which Fᵏ is finite.

```lean
/-- For a hydrogenic 2p shell of nuclear charge `Z > 0`, the Slater integrals are
`F0 = 93 Z / 512` and `F2 = 45 Z / 512` in atomic units. -/
theorem slater_2p_charge {Z : ℝ} (hZ : 0 < Z) :
    slaterF 0 (fun r => Z ^ 5 * r ^ 4 * Real.exp (-(Z * r)) / 24) = 93 * Z / 512 ∧
      slaterF 2 (fun r => Z ^ 5 * r ^ 4 * Real.exp (-(Z * r)) / 24) = 45 * Z / 512 := by
  have e : (fun r => Z ^ 5 * r ^ 4 * Real.exp (-(Z * r)) / 24) =
      fun r => Z * rho2p (Z * r) := by
    funext r
    simp only [rho2p]
    ring
  rw [e, slaterF_scaling 0 rho2p hZ, slaterF_scaling 2 rho2p hZ, slater_2p.1, slater_2p.2]
  constructor <;> ring

end

end SlaterIntegrals2p
```

The 2p density for charge Z is the contracted one:

Zρ(Zr) = Z⁵ r⁴ e^(−Zr) / 24.

The step `e` checks this identity. Scaling the two values for Z = 1 then gives F⁰ = 93Z/512 and F² = 45Z/512. Since Z need not be an integer, an effective charge may be inserted as well.

```lean
#print axioms SlaterIntegrals2p.rho2p_normalised
-- 'SlaterIntegrals2p.rho2p_normalised' depends on axioms: [propext, Classical.choice, Quot.sound]
#print axioms SlaterIntegrals2p.slater_2p_charge
-- 'SlaterIntegrals2p.slater_2p_charge' depends on axioms: [propext, Classical.choice, Quot.sound]
```
